# Second- and third-order bounds on the direct RPA frequency integrand with a scaled interaction

Let the interaction in direct RPA be multiplied by a coupling $l\ge 0$, and let the real positive semidefinite matrix $X$ be minus the symmetrized product of the non-interacting response and the unscaled interaction at one imaginary frequency. The frequency integrand of the correlation energy without its prefactor $1/(2\pi)$, called the ring integrand here, $f(l)=\log\det(1+lX)-l\,\mathrm{tr}\,X$ satisfies

$$-\frac{l^2}{2}\,\mathrm{tr}\,X^2\;\le\; f(l)\;\le\; -\frac{l^2}{2}\,\mathrm{tr}\,X^2+\frac{l^3}{3}\,\mathrm{tr}\,X^3 .$$

Hence $f(l)/l^2\to-\tfrac12\mathrm{tr}\,X^2$ as $l$ decreases to zero, and this coefficient is nonzero unless $X=0$.

```lean
import Mathlib

open Matrix Filter Topology

namespace ScaledRingCorrelation

variable {n : Type*} [Fintype n] [DecidableEq n]

/-- The ring (direct RPA) integrand `log det (1 + l X) - l tr X` at coupling `l`, for
`1 + l X` of positive determinant. -/
noncomputable def ringIntegrand (X : Matrix n n ℝ) (l : ℝ) : ℝ :=
  Real.log (det (1 + l • X)) - l * trace X

/-- The RPA correlation energy at coupling `l` on a finite frequency grid with weights `w`:
`1 / (2 π)` times the weighted sum of the ring integrands. -/
noncomputable def gridCorrelation {ι : Type*} [Fintype ι] (w : ι → ℝ)
    (X : ι → Matrix n n ℝ) (l : ℝ) : ℝ :=
  1 / (2 * Real.pi) * ∑ k, w k * ringIntegrand (X k) l

/-- A function that vanishes at zero and has nonnegative slope on the half-line `x ≥ 0` is
nonnegative there. -/
theorem nonneg_of_slope {g g' : ℝ → ℝ} (h0 : g 0 = 0)
    (hd : ∀ y, 0 ≤ y → HasDerivAt g (g' y) y) (hn : ∀ y, 0 ≤ y → 0 ≤ g' y)
    {x : ℝ} (hx : 0 ≤ x) : 0 ≤ g x := by
  have hm : MonotoneOn g (Set.Ici 0) := by
    refine monotoneOn_of_deriv_nonneg (convex_Ici 0)
      (fun y hy => (hd y hy).continuousAt.continuousWithinAt) (fun y hy => ?_) (fun y hy => ?_)
    · have hy' : y ∈ Set.Ici (0 : ℝ) := interior_subset hy
      exact (hd y hy').differentiableAt.differentiableWithinAt
    · have hy' : y ∈ Set.Ici (0 : ℝ) := interior_subset hy
      rw [(hd y hy').deriv]
      exact hn y hy'
  have h := hm (Set.mem_Ici.2 le_rfl) (Set.mem_Ici.2 hx) hx
  rwa [h0] at h

/-- For a single mode of strength `x ≥ 0`, the Taylor polynomials of `log (1 + x)` of degree
two and four lie below it and the one of degree three lies above it. -/
theorem log_one_add_bounds {x : ℝ} (hx : 0 ≤ x) :
    x - x ^ 2 / 2 ≤ Real.log (1 + x) ∧
    Real.log (1 + x) ≤ x - x ^ 2 / 2 + x ^ 3 / 3 ∧
    x - x ^ 2 / 2 + x ^ 3 / 3 - x ^ 4 / 4 ≤ Real.log (1 + x) := by
  have ne : ∀ y : ℝ, 0 ≤ y → 1 + y ≠ 0 := fun y hy => by positivity
  have hlog : ∀ y : ℝ, 0 ≤ y → HasDerivAt (fun z => Real.log (1 + z)) (1 / (1 + y)) y :=
    fun y hy => ((hasDerivAt_id' y).const_add 1).log (ne y hy)
  have p2 : ∀ y : ℝ, HasDerivAt (fun z : ℝ => z - z ^ 2 / 2) (1 - y) y := fun y =>
    ((hasDerivAt_id' y).fun_sub ((hasDerivAt_pow 2 y).div_const 2)).congr_deriv (by norm_num)
  have p3 : ∀ y : ℝ, HasDerivAt (fun z : ℝ => z - z ^ 2 / 2 + z ^ 3 / 3) (1 - y + y ^ 2) y :=
    fun y => ((p2 y).fun_add ((hasDerivAt_pow 3 y).div_const 3)).congr_deriv (by norm_num)
  have p4 : ∀ y : ℝ, HasDerivAt (fun z : ℝ => z - z ^ 2 / 2 + z ^ 3 / 3 - z ^ 4 / 4)
      (1 - y + y ^ 2 - y ^ 3) y :=
    fun y => ((p3 y).fun_sub ((hasDerivAt_pow 4 y).div_const 4)).congr_deriv (by norm_num)
  -- in each case the slope of the difference is a power of y over 1 + y
  have a : 0 ≤ Real.log (1 + x) - (x - x ^ 2 / 2) :=
    nonneg_of_slope (g := fun z => Real.log (1 + z) - (z - z ^ 2 / 2))
      (g' := fun y => y ^ 2 / (1 + y)) (by simp)
      (fun y hy => ((hlog y hy).fun_sub (p2 y)).congr_deriv (by
        rw [eq_div_iff (ne y hy), sub_mul, one_div, inv_mul_cancel₀ (ne y hy)]; ring))
      (fun y hy => div_nonneg (pow_nonneg hy 2) (by linarith)) hx
  have b : 0 ≤ (x - x ^ 2 / 2 + x ^ 3 / 3) - Real.log (1 + x) :=
    nonneg_of_slope (g := fun z => (z - z ^ 2 / 2 + z ^ 3 / 3) - Real.log (1 + z))
      (g' := fun y => y ^ 3 / (1 + y)) (by simp)
      (fun y hy => ((p3 y).fun_sub (hlog y hy)).congr_deriv (by
        rw [eq_div_iff (ne y hy), sub_mul, one_div, inv_mul_cancel₀ (ne y hy)]; ring))
      (fun y hy => div_nonneg (pow_nonneg hy 3) (by linarith)) hx
  have c : 0 ≤ Real.log (1 + x) - (x - x ^ 2 / 2 + x ^ 3 / 3 - x ^ 4 / 4) :=
    nonneg_of_slope (g := fun z => Real.log (1 + z) - (z - z ^ 2 / 2 + z ^ 3 / 3 - z ^ 4 / 4))
      (g' := fun y => y ^ 4 / (1 + y)) (by simp)
      (fun y hy => ((hlog y hy).fun_sub (p4 y)).congr_deriv (by
        rw [eq_div_iff (ne y hy), sub_mul, one_div, inv_mul_cancel₀ (ne y hy)]; ring))
      (fun y hy => div_nonneg (pow_nonneg hy 4) (by linarith)) hx
  exact ⟨by linarith, by linarith, by linarith⟩

/-- A real positive semidefinite matrix is diagonal, with nonnegative entries, in a suitable
basis. -/
theorem exists_modes {X : Matrix n n ℝ} (hX : X.PosSemidef) :
    ∃ (d : n → ℝ) (U V : Matrix n n ℝ), V * U = 1 ∧ (∀ i, 0 ≤ d i) ∧
      X = U * diagonal d * V := by
  have h := hX.1.spectral_theorem
  rw [Unitary.conjStarAlgAut_apply] at h
  exact ⟨hX.1.eigenvalues, hX.1.eigenvectorUnitary,
    star (hX.1.eigenvectorUnitary : Matrix n n ℝ),
    Matrix.mem_unitaryGroup_iff'.1 hX.1.eigenvectorUnitary.2, hX.eigenvalues_nonneg, h⟩

/-- For positive semidefinite `X` there are mode strengths `d i ≥ 0` whose power sums are the
traces of the powers of `X`, and for `l ≥ 0` the ring integrand is a sum over these modes. -/
theorem ringIntegrand_mode_sum {X : Matrix n n ℝ} (hX : X.PosSemidef) :
    ∃ d : n → ℝ, (∀ i, 0 ≤ d i) ∧ (∀ k : ℕ, trace (X ^ k) = ∑ i, d i ^ k) ∧
      ∀ l : ℝ, 0 ≤ l → ringIntegrand X l = ∑ i, (Real.log (1 + l * d i) - l * d i) := by
  obtain ⟨d, U, V, hVU, hd, hXe⟩ := exists_modes hX
  have hUV : U * V = 1 := mul_eq_one_comm.1 hVU
  have hpow : ∀ k : ℕ, X ^ k = U * diagonal (fun i => d i ^ k) * V := by
    intro k
    induction k with
    | zero => simp [hUV]
    | succ k ih =>
      rw [pow_succ, ih, hXe]
      calc U * diagonal (fun i => d i ^ k) * V * (U * diagonal d * V)
          = U * diagonal (fun i => d i ^ k) * (V * U) * diagonal d * V := by noncomm_ring
        _ = U * diagonal (fun i => d i ^ (k + 1)) * V := by
          rw [hVU, mul_one, mul_assoc U, diagonal_mul_diagonal]
          simp only [pow_succ]
  have htr : ∀ k : ℕ, trace (X ^ k) = ∑ i, d i ^ k := by
    intro k
    rw [hpow, Matrix.trace_mul_comm, ← mul_assoc, hVU, one_mul, trace_diagonal]
  refine ⟨d, hd, htr, fun l hl => ?_⟩
  -- the determinant is the product over modes
  have hD : diagonal (fun i => 1 + l * d i) = 1 + l • diagonal d := by
    ext i j
    by_cases h : i = j
    · subst h; simp
    · simp [h]
  have hdet : det (1 + l • X) = ∏ i, (1 + l * d i) := by
    have h : 1 + l • X = U * diagonal (fun i => 1 + l * d i) * V := by
      rw [hD, hXe, mul_add, add_mul, mul_one, hUV, Matrix.mul_smul, Matrix.smul_mul]
    rw [h, det_mul, det_mul, mul_comm, ← mul_assoc, ← det_mul, hVU, det_one, one_mul,
      det_diagonal]
  have hlog : Real.log (∏ i, (1 + l * d i)) = ∑ i, Real.log (1 + l * d i) := by
    rw [Real.log_prod]
    intro i _
    have := mul_nonneg hl (hd i)
    exact (by linarith : (0 : ℝ) < 1 + l * d i).ne'
  have h1 : trace X = ∑ i, d i := by simpa using htr 1
  rw [ringIntegrand, hdet, hlog, h1, Finset.mul_sum, ← Finset.sum_sub_distrib]

/-- For positive semidefinite `X` and coupling `l ≥ 0`, the ring integrand lies between the
direct second-order term and the sum of the second- and third-order terms. -/
theorem ringIntegrand_bounds {X : Matrix n n ℝ} (hX : X.PosSemidef) {l : ℝ} (hl : 0 ≤ l) :
    -(l ^ 2 * trace (X ^ 2) / 2) ≤ ringIntegrand X l ∧
    ringIntegrand X l ≤ -(l ^ 2 * trace (X ^ 2) / 2) + l ^ 3 * trace (X ^ 3) / 3 := by
  obtain ⟨d, hd, ht, hf⟩ := ringIntegrand_mode_sum hX
  rw [hf l hl, ht 2, ht 3]
  have h1 : -(l ^ 2) / 2 * ∑ i, d i ^ 2 ≤ ∑ i, (Real.log (1 + l * d i) - l * d i) := by
    rw [Finset.mul_sum]
    refine Finset.sum_le_sum fun i _ => ?_
    linarith [(log_one_add_bounds (mul_nonneg hl (hd i))).1]
  have h2 : ∑ i, (Real.log (1 + l * d i) - l * d i) ≤
      -(l ^ 2) / 2 * ∑ i, d i ^ 2 + l ^ 3 / 3 * ∑ i, d i ^ 3 := by
    rw [Finset.mul_sum, Finset.mul_sum, ← Finset.sum_add_distrib]
    refine Finset.sum_le_sum fun i _ => ?_
    linarith [(log_one_add_bounds (mul_nonneg hl (hd i))).2.1]
  exact ⟨by linarith, by linarith⟩

/-- For positive semidefinite `X`, the ring integrand divided by `l ^ 2` tends to the direct
second-order coefficient `-tr (X ^ 2) / 2` as the coupling `l` decreases to zero. -/
theorem ringIntegrand_second_order {X : Matrix n n ℝ} (hX : X.PosSemidef) :
    Tendsto (fun l => ringIntegrand X l / l ^ 2) (𝓝[>] 0) (𝓝 (-(trace (X ^ 2) / 2))) := by
  have hc : Continuous fun l : ℝ => -(trace (X ^ 2) / 2) + l * (trace (X ^ 3) / 3) := by
    fun_prop
  have hu := (hc.tendsto 0).mono_left (nhdsWithin_le_nhds (s := Set.Ioi 0))
  rw [zero_mul, add_zero] at hu
  refine tendsto_of_tendsto_of_tendsto_of_le_of_le' tendsto_const_nhds hu ?_ ?_
  · filter_upwards [self_mem_nhdsWithin] with l hl
    have hl' : 0 < l := hl
    rw [le_div_iff₀ (by positivity)]
    linarith [(ringIntegrand_bounds hX hl'.le).1]
  · filter_upwards [self_mem_nhdsWithin] with l hl
    have hl' : 0 < l := hl
    rw [div_le_iff₀ (by positivity)]
    linarith [(ringIntegrand_bounds hX hl'.le).2]

/-- For positive semidefinite `X`, what remains of the ring integrand after removal of the
second-order term, divided by `l ^ 3`, tends to `tr (X ^ 3) / 3` as `l` decreases to zero. -/
theorem ringIntegrand_third_order {X : Matrix n n ℝ} (hX : X.PosSemidef) :
    Tendsto (fun l => (ringIntegrand X l + l ^ 2 * trace (X ^ 2) / 2) / l ^ 3) (𝓝[>] 0)
      (𝓝 (trace (X ^ 3) / 3)) := by
  have hc : Continuous fun l : ℝ => trace (X ^ 3) / 3 - l * (trace (X ^ 4) / 4) := by
    fun_prop
  have hlow := (hc.tendsto 0).mono_left (nhdsWithin_le_nhds (s := Set.Ioi 0))
  rw [zero_mul, sub_zero] at hlow
  refine tendsto_of_tendsto_of_tendsto_of_le_of_le' hlow tendsto_const_nhds ?_ ?_
  · filter_upwards [self_mem_nhdsWithin] with l hl
    have hl' : 0 < l := hl
    obtain ⟨d, hd, ht, hf⟩ := ringIntegrand_mode_sum hX
    rw [le_div_iff₀ (by positivity), hf l hl'.le, ht 2, ht 3, ht 4]
    -- the fourth-order lower bound, summed over modes
    have h : -(l ^ 2) / 2 * ∑ i, d i ^ 2 + l ^ 3 / 3 * ∑ i, d i ^ 3
        + -(l ^ 4) / 4 * ∑ i, d i ^ 4 ≤ ∑ i, (Real.log (1 + l * d i) - l * d i) := by
      rw [Finset.mul_sum, Finset.mul_sum, Finset.mul_sum, ← Finset.sum_add_distrib,
        ← Finset.sum_add_distrib]
      refine Finset.sum_le_sum fun i _ => ?_
      linarith [(log_one_add_bounds (mul_nonneg hl'.le (hd i))).2.2]
    linarith
  · filter_upwards [self_mem_nhdsWithin] with l hl
    have hl' : 0 < l := hl
    rw [div_le_iff₀ (by positivity)]
    linarith [(ringIntegrand_bounds hX hl'.le).2]

/-- For a nonzero real symmetric `X` the trace of `X ^ 2` is strictly positive. -/
theorem trace_sq_pos {X : Matrix n n ℝ} (hX : X.IsHermitian) (hne : X ≠ 0) :
    0 < trace (X ^ 2) := by
  have h : trace (X ^ 2) = ∑ i, ∑ j, X i j ^ 2 := by
    rw [pow_two]
    simp only [Matrix.trace, Matrix.diag_apply, Matrix.mul_apply]
    refine Finset.sum_congr rfl fun i _ => Finset.sum_congr rfl fun j _ => ?_
    have s : X j i = X i j := by simpa using hX.apply i j
    rw [s, pow_two]
  obtain ⟨i, j, hij⟩ : ∃ i j, X i j ≠ 0 := by
    by_contra! h0
    exact hne (by ext i j; exact h0 i j)
  rw [h]
  exact Finset.sum_pos' (fun i _ => Finset.sum_nonneg fun j _ => sq_nonneg _)
    ⟨i, Finset.mem_univ _, Finset.sum_pos' (fun j _ => sq_nonneg _)
      ⟨j, Finset.mem_univ _, by positivity⟩⟩

/-- If `X k` is positive semidefinite at every grid frequency, the correlation energy divided by
`l ^ 2` tends to `1 / (2 π)` times the weighted sum of the direct second-order coefficients
`-tr (X k ^ 2) / 2` as `l` decreases to zero. -/
theorem gridCorrelation_second_order {ι : Type*} [Fintype ι] (w : ι → ℝ)
    {X : ι → Matrix n n ℝ} (hX : ∀ k, (X k).PosSemidef) :
    Tendsto (fun l => gridCorrelation w X l / l ^ 2) (𝓝[>] 0)
      (𝓝 (1 / (2 * Real.pi) * ∑ k, w k * -(trace (X k ^ 2) / 2))) := by
  have h := (tendsto_finsetSum Finset.univ fun k _ =>
    (ringIntegrand_second_order (hX k)).const_mul (w k)).const_mul (1 / (2 * Real.pi))
  refine h.congr fun l => ?_
  rw [gridCorrelation, mul_div_assoc, Finset.sum_div]
  simp only [mul_div_assoc]

end ScaledRingCorrelation
```

```lean
#print axioms ScaledRingCorrelation.ringIntegrand_second_order
#print axioms ScaledRingCorrelation.ringIntegrand_third_order
#print axioms ScaledRingCorrelation.trace_sq_pos
#print axioms ScaledRingCorrelation.gridCorrelation_second_order
```

```
'ScaledRingCorrelation.ringIntegrand_second_order' depends on axioms: [propext, Classical.choice, Quot.sound]
'ScaledRingCorrelation.ringIntegrand_third_order' depends on axioms: [propext, Classical.choice, Quot.sound]
'ScaledRingCorrelation.trace_sq_pos' depends on axioms: [propext, Classical.choice, Quot.sound]
'ScaledRingCorrelation.gridCorrelation_second_order' depends on axioms: [propext, Classical.choice, Quot.sound]
```

## The ring energy with a scaled interaction

In the direct random-phase approximation, the correlation energy is an integral over imaginary frequencies $i\omega$. Let $\chi_0(i\omega)$ be the non-interacting density response and $v$ the Coulomb interaction, both represented in a finite real basis. The matrix

$$X(\omega)=-v^{1/2}\chi_0(i\omega)\,v^{1/2}$$

is the symmetrized form of minus the response times the interaction. Multiplying the interaction by $l$ while keeping the response fixed turns $X$ into $lX$, and the energy becomes

$$E_c(l)=\frac{1}{2\pi}\int_0^\infty d\omega\,\bigl[\log\det(1+lX(\omega))-l\,\mathrm{tr}\,X(\omega)\bigr].$$

The integration over the coupling of the adiabatic connection has already been carried out in this formula. `ringIntegrand X l` is the bracket at one frequency. `gridCorrelation w X l` replaces the integral by a finite sum with real weights $w_k$ and matrices $X_k$. The prefactor $1/(2\pi)$ goes with weights for the half-line $\omega\ge0$. Neither definition contains an expansion in $l$.

The hypothesis `X.PosSemidef` says that $X$ is symmetric with no negative eigenvalue. For a non-interacting ground state with real orbitals, each transition from an occupied to an empty orbital, with energy $\Delta>0$, contributes to $\chi_0(i\omega)$ a positive semidefinite matrix times a negative factor proportional to $-\Delta/(\Delta^2+\omega^2)$, so $\chi_0(i\omega)$ is negative semidefinite. The Lean theorems assume this property of $X$; they do not derive it from orbitals. For $l\ge0$ it makes $\det(1+lX)\ge1$, so the logarithm is the ordinary one.

`ringIntegrand_bounds` is the two-sided inequality above. `ringIntegrand_second_order` gives the limit of $f(l)/l^2$, where `𝓝[>] 0` means that $l$ approaches zero through positive values. `ringIntegrand_third_order` states that

$$\frac{f(l)+\tfrac12 l^2\,\mathrm{tr}\,X^2}{l^3}\longrightarrow\frac13\,\mathrm{tr}\,X^3,$$

so the cubic term in the upper bound has the right coefficient. `trace_sq_pos` shows that $\mathrm{tr}\,X^2>0$ for nonzero symmetric $X$. Finally, `gridCorrelation_second_order` gives

$$\frac{E_c(l)}{l^2}\longrightarrow \frac{1}{2\pi}\sum_k w_k\left(-\frac12\mathrm{tr}\,X_k^2\right),$$

with $E_c$ now the grid energy. This is the direct second-order correlation energy on the same grid; second-order exchange is absent from it.

If a double hybrid takes its orbital-dependent correlation from direct RPA with the interaction multiplied by $l$, the bounds show that the integrand exceeds its second-order term $-\tfrac12 l^2\,\mathrm{tr}\,X^2$ by at most $l^3\,\mathrm{tr}\,X^3/3$ at each frequency, at fixed orbitals and in a finite basis. Orbitals that change with $l$ are not covered, nor is a range-separated interaction whose shape changes with its parameter. The continuous frequency integral is not treated either.

## One mode: the logarithm between its Taylor polynomials

Consider first a single number $x\ge0$. The differences between $\log(1+x)$ and its Taylor polynomials vanish at $x=0$, and their derivatives are

$$\begin{aligned}
\frac{1}{1+x}-(1-x)&=\frac{x^2}{1+x},\\
(1-x+x^2)-\frac{1}{1+x}&=\frac{x^3}{1+x},\\
\frac{1}{1+x}-(1-x+x^2-x^3)&=\frac{x^4}{1+x}.
\end{aligned}$$

Each follows by multiplying through by $1+x$. All three right-hand sides are nonnegative, so the differences never fall below zero:

$$x-\frac{x^2}{2}\le\log(1+x)\le x-\frac{x^2}{2}+\frac{x^3}{3},$$

$$x-\frac{x^2}{2}+\frac{x^3}{3}-\frac{x^4}{4}\le\log(1+x).$$

`nonneg_of_slope` is the general step from a nonnegative derivative to a nonnegative function. `log_one_add_bounds` applies it three times, in the facts `a`, `b` and `c`, with the derivatives above supplied as `g'`.

## From the matrix to its modes

A real symmetric matrix has an orthogonal eigenbasis. Write $X=UDV$, where $D$ is diagonal with entries $d_i\ge0$ and $V=U^{T}$, so that $VU=UV=1$. `exists_modes` obtains this from the spectral theorem.

In a product of copies of $UDV$, every inner $VU$ cancels, so $X^k=UD^kV$. Cyclicity of the trace then gives

$$\mathrm{tr}\,X^k=\mathrm{tr}(VUD^k)=\sum_i d_i^k .$$

Similarly $1+lX=U(1+lD)V$, and since $\det U\det V=1$,

$$\det(1+lX)=\prod_i(1+l d_i).$$

Every factor is positive for $l\ge0$. The logarithm of the product is therefore a sum, and

$$f(l)=\sum_i\bigl[\log(1+l d_i)-l d_i\bigr].$$

`ringIntegrand_mode_sum` carries out this calculation: `hpow` proves the formula for powers by induction, `htr` the trace formula, `hdet` the determinant formula and `hlog` the splitting of the logarithm.

Now put $x=l d_i$ in the first pair of scalar bounds and subtract $l d_i$:

$$-\frac{l^2d_i^2}{2}\le\log(1+l d_i)-l d_i\le-\frac{l^2d_i^2}{2}+\frac{l^3d_i^3}{3}.$$

Summing over $i$ and replacing the power sums by traces gives the matrix bounds. In `ringIntegrand_bounds`, `Finset.sum_le_sum` performs the sum and `linarith` rearranges the inequality for each mode.

## The limits and the frequency grid

For $l>0$, division of the matrix bounds by $l^2$ gives

$$-\frac12\mathrm{tr}\,X^2\le\frac{f(l)}{l^2}\le-\frac12\mathrm{tr}\,X^2+\frac{l}{3}\mathrm{tr}\,X^3 .$$

Both sides tend to $-\tfrac12\mathrm{tr}\,X^2$, so the middle does too. For the next order, the quartic scalar bound is summed over the modes in the same way. After the second-order term is moved across and the result is divided by $l^3$,

$$\frac13\mathrm{tr}\,X^3-\frac{l}{4}\mathrm{tr}\,X^4\le\frac{f(l)+\tfrac12l^2\,\mathrm{tr}\,X^2}{l^3}\le\frac13\mathrm{tr}\,X^3 .$$

Both Lean proofs pass these inequalities to the squeeze theorem `tendsto_of_tendsto_of_tendsto_of_le_of_le'`.

The second-order coefficient can vanish only for $X=0$, because symmetry gives

$$\mathrm{tr}\,X^2=\sum_{i,j}X_{ij}X_{ji}=\sum_{i,j}X_{ij}^2,$$

and one nonzero entry makes this sum positive. `trace_sq_pos` follows these two steps. On the grid, each limit is multiplied by its weight $w_k$, the finitely many results are added, and the prefactor is applied. The weights may have any sign, so the grid coefficient can cancel; it is strictly negative when all weights are positive and at least one $X_k$ is nonzero.

## A negative eigenvalue can break the lower bound

Positivity of $X$ matters already for a $1\times1$ matrix. Take $X=(-1)$ and $l=\tfrac12$. This is a purely mathematical example, since a negative semidefinite $\chi_0(i\omega)$ does not give such an $X$. Then

$$f(\tfrac12)=\log\tfrac12+\tfrac12\approx-0.193,$$

whereas the claimed lower bound would be $-\tfrac12\cdot\tfrac14=-0.125$. The integrand lies below it, even though $1+lX=\tfrac12$ is still positive.
